# Derivatives with respect to two Gaussian centres combine into derivatives with respect to product centre and separation

## Can the change from A, B to P, R be made rigorous?

If a differentiable function F(P, R) of the product centre P = (aA + bB)/p and the separation R = A − B is read as a function G(A, B) of two Gaussian centres on a line, with fixed exponents a, b > 0 and p = a + b, then

∂G/∂A + ∂G/∂B = ∂F/∂P

(b ∂G/∂A − a ∂G/∂B)/p = ∂F/∂R

with the right-hand sides taken at the transformed point. I can get this from the chain rule, but I would like to see it stated rigorously and checked by machine, preferably for centres in space as well.

## The chain rule with weights a/p and b/p

Both relations hold, for centres in space too, and all they need of the exponents is a + b ≠ 0.

The coordinates P and R come from the product of two Gaussians. For a point x, put u = x − A and w = x − B. Then x − P = (au + bw)/p and A − B = w − u. Expanding the squares gives

(ab/p)|w − u|² + p|(au + bw)/p|² = (1/p)[(ab + a²)|u|² + (ab + b²)|w|²] = a|u|² + b|w|²

because the terms in u·w cancel. Hence

exp(−a|x − A|²) exp(−b|x − B|²) = exp(−(ab/p)|A − B|²) exp(−p|x − P|²)

and at fixed x the product splits into a factor that depends on the centres only through R and a factor that depends on them only through P.

Now displace A by v and keep B fixed. Then P moves by (a/p)v and R by v. If B is displaced by v instead, P moves by (b/p)v and R by −v. The chain rule therefore gives

∂G/∂A = (a/p) ∂F/∂P + ∂F/∂R

∂G/∂B = (b/p) ∂F/∂P − ∂F/∂R

In the sum, the R derivatives cancel and the weights add to one, which leaves ∂F/∂P. In the other combination,

b ∂G/∂A − a ∂G/∂B = (ab/p − ab/p) ∂F/∂P + (b + a) ∂F/∂R = p ∂F/∂R

and division by p gives the second relation.

The weights are crossed: b multiplies the derivative with respect to A. If they are matched to the centres as in P, the result is wrong unless a = b or ∂F/∂P = 0:

(a ∂G/∂A − b ∂G/∂B)/p = ((a − b)/p) ∂F/∂P + ∂F/∂R

The limit b = 0 with a ≠ 0 is a quick check. Then P = A, and the second relation becomes ∂F/∂R = −∂G/∂B: at fixed A, the separation changes only by moving B.

The coordinates can be inverted:

A = P + (b/p)R, B = P − (a/p)R

Every pair (P, R) is therefore reached. If ∂G/∂A + ∂G/∂B vanishes for all centres, ∂F/∂P vanishes everywhere and F does not depend on P. Conversely, if F does not depend on P, the sum vanishes. This is the differential form of invariance under a common translation of A and B, with everything else held fixed.

For electronic structure, the formulas for ∂G/∂A and ∂G/∂B give the centre derivatives of a differentiable two-centre quantity, such as those entering nuclear forces, from its derivatives in P and R. The two relations convert in the opposite direction. Both hold for one pair of centres with fixed exponents.

In Lean 4 with Mathlib:

```lean
import Mathlib

open scoped InnerProductSpace

namespace ProductCentreCoordinates

noncomputable section

variable {E V : Type*} [NormedAddCommGroup E] [NormedSpace ℝ E]
  [NormedAddCommGroup V] [NormedSpace ℝ V]

/-- The product centre `P = (a A + b B) / (a + b)` of two centres with exponents `a` and `b`. -/
def productCentre (a b : ℝ) (A B : E) : E := (a + b)⁻¹ • (a • A + b • B)

/-- The change of coordinates from the centres `(A, B)` to the product centre and the
separation `(P, A - B)`. -/
def toProduct (a b : ℝ) (X : E × E) : E × E := (productCentre a b X.1 X.2, X.1 - X.2)

/-- The centres `A = P + b R / (a + b)` and `B = P - a R / (a + b)` belonging to a product
centre `P` and a separation `R`. -/
def fromProduct (a b : ℝ) (Y : E × E) : E × E :=
  (Y.1 + ((a + b)⁻¹ * b) • Y.2, Y.1 - ((a + b)⁻¹ * a) • Y.2)

/-- A function `F` of product centre and separation, read as a function of the two centres. -/
def onCentres (a b : ℝ) (F : E × E → V) (X : E × E) : V := F (toProduct a b X)

/-- The derivative with respect to the first argument, the second being held fixed. -/
def derivFst (G : E × E → V) (X : E × E) : E →L[ℝ] V := fderiv ℝ (fun A => G (A, X.2)) X.1

/-- The derivative with respect to the second argument, the first being held fixed. -/
def derivSnd (G : E × E → V) (X : E × E) : E →L[ℝ] V := fderiv ℝ (fun B => G (X.1, B)) X.2

/-- The weights of the two centres in the product centre sum to one. -/
theorem weights_sum {a b : ℝ} (hp : a + b ≠ 0) : (a + b)⁻¹ * a + (a + b)⁻¹ * b = 1 := by
  rw [← mul_add, inv_mul_cancel₀ hp]

/-- Gaussian product rule: the product of two Gaussians is a Gaussian about the product centre,
times a factor that depends only on the separation of the centres. -/
theorem gaussian_product {H : Type*} [NormedAddCommGroup H] [InnerProductSpace ℝ H]
    {a b : ℝ} (hp : a + b ≠ 0) (A B x : H) :
    Real.exp (-(a * ‖x - A‖ ^ 2)) * Real.exp (-(b * ‖x - B‖ ^ 2)) =
      Real.exp (-(a * b / (a + b) * ‖A - B‖ ^ 2)) *
        Real.exp (-((a + b) * ‖x - productCentre a b A B‖ ^ 2)) := by
  -- express everything through the displacements from the two centres
  have h1 : x - productCentre a b A B = (a + b)⁻¹ • (a • (x - A) + b • (x - B)) := by
    calc x - productCentre a b A B
        = ((a + b)⁻¹ * a + (a + b)⁻¹ * b) • x - productCentre a b A B := by
          rw [weights_sum hp, one_smul]
      _ = _ := by unfold productCentre; module
  have h2 : A - B = (x - B) - (x - A) := by abel
  rw [← Real.exp_add, ← Real.exp_add, h1, h2]
  generalize x - A = u
  generalize x - B = w
  congr 1
  simp only [norm_smul, mul_pow, norm_add_sq_real, norm_sub_sq_real, real_inner_smul_left,
    real_inner_smul_right, Real.norm_eq_abs, sq_abs, real_inner_comm u w]
  field_simp
  ring

/-- Every pair of product centre and separation is reached from the centres given by
`fromProduct`. -/
theorem toProduct_fromProduct {a b : ℝ} (hp : a + b ≠ 0) (Y : E × E) :
    toProduct a b (fromProduct a b Y) = Y := by
  apply Prod.ext
  · calc (toProduct a b (fromProduct a b Y)).1
        = ((a + b)⁻¹ * a + (a + b)⁻¹ * b) • Y.1 := by
          simp only [toProduct, fromProduct, productCentre]; module
      _ = Y.1 := by rw [weights_sum hp, one_smul]
  · calc (toProduct a b (fromProduct a b Y)).2
        = ((a + b)⁻¹ * a + (a + b)⁻¹ * b) • Y.2 := by
          simp only [toProduct, fromProduct]; module
      _ = Y.2 := by rw [weights_sum hp, one_smul]

/-- The two partial derivatives are the total derivative restricted to displacements of one
argument. -/
theorem partial_eq_total {G : E × E → V} {X : E × E} (h : DifferentiableAt ℝ G X) :
    derivFst G X = (fderiv ℝ G X).comp (ContinuousLinearMap.inl ℝ E E) ∧
      derivSnd G X = (fderiv ℝ G X).comp (ContinuousLinearMap.inr ℝ E E) :=
  ⟨(HasFDerivAt.comp (g := G) (f := fun A => (A, X.2)) X.1 h.hasFDerivAt
      (hasFDerivAt_prodMk_left X.1 X.2)).fderiv,
    (HasFDerivAt.comp (g := G) (f := fun B => (X.1, B)) X.2 h.hasFDerivAt
      (hasFDerivAt_prodMk_right X.1 X.2)).fderiv⟩

/-- Derivative with respect to the first centre: `∂G/∂A = a/(a+b) ∂F/∂P + ∂F/∂R`. -/
theorem derivFst_onCentres {a b : ℝ} {F : E × E → V} {X : E × E}
    (hF : DifferentiableAt ℝ F (toProduct a b X)) :
    derivFst (onCentres a b F) X =
      (a + b)⁻¹ • a • derivFst F (toProduct a b X) + derivSnd F (toProduct a b X) := by
  have h1 : HasFDerivAt (fun A : E => productCentre a b A X.2)
      ((a + b)⁻¹ • a • ContinuousLinearMap.id ℝ E) X.1 :=
    (((hasFDerivAt_id X.1).const_smul a).add_const (b • X.2)).const_smul (a + b)⁻¹
  have h2 : HasFDerivAt (fun A : E => A - X.2) (ContinuousLinearMap.id ℝ E) X.1 :=
    (hasFDerivAt_id X.1).sub_const X.2
  have key := (HasFDerivAt.comp (g := F) (f := fun A => (productCentre a b A X.2, A - X.2))
    X.1 hF.hasFDerivAt (h1.prodMk h2)).fderiv
  rw [(partial_eq_total hF).1, (partial_eq_total hF).2]
  refine Eq.trans key ?_
  ext v
  change fderiv ℝ F (toProduct a b X) ((a + b)⁻¹ • a • v, v) =
    (a + b)⁻¹ • a • fderiv ℝ F (toProduct a b X) (v, 0) + fderiv ℝ F (toProduct a b X) (0, v)
  rw [← map_smul, ← map_smul, ← map_add]
  simp

/-- Derivative with respect to the second centre: `∂G/∂B = b/(a+b) ∂F/∂P - ∂F/∂R`. -/
theorem derivSnd_onCentres {a b : ℝ} {F : E × E → V} {X : E × E}
    (hF : DifferentiableAt ℝ F (toProduct a b X)) :
    derivSnd (onCentres a b F) X =
      (a + b)⁻¹ • b • derivFst F (toProduct a b X) - derivSnd F (toProduct a b X) := by
  have h1 : HasFDerivAt (fun B : E => productCentre a b X.1 B)
      ((a + b)⁻¹ • b • ContinuousLinearMap.id ℝ E) X.2 :=
    (((hasFDerivAt_id X.2).const_smul b).const_add (a • X.1)).const_smul (a + b)⁻¹
  have h2 : HasFDerivAt (fun B : E => X.1 - B) (-ContinuousLinearMap.id ℝ E) X.2 :=
    (hasFDerivAt_id X.2).const_sub X.1
  have key := (HasFDerivAt.comp (g := F) (f := fun B => (productCentre a b X.1 B, X.1 - B))
    X.2 hF.hasFDerivAt (h1.prodMk h2)).fderiv
  rw [(partial_eq_total hF).1, (partial_eq_total hF).2]
  refine Eq.trans key ?_
  ext v
  change fderiv ℝ F (toProduct a b X) ((a + b)⁻¹ • b • v, -v) =
    (a + b)⁻¹ • b • fderiv ℝ F (toProduct a b X) (v, 0) - fderiv ℝ F (toProduct a b X) (0, v)
  rw [← map_smul, ← map_smul, ← map_sub]
  simp

/-- The sum of the centre derivatives is the derivative with respect to the product centre, and
`(b ∂/∂A - a ∂/∂B)/(a+b)` is the derivative with respect to the separation. -/
theorem product_centre_derivatives {a b : ℝ} (hp : a + b ≠ 0) {F : E × E → V} {X : E × E}
    (hF : DifferentiableAt ℝ F (toProduct a b X)) :
    derivFst (onCentres a b F) X + derivSnd (onCentres a b F) X
        = derivFst F (toProduct a b X) ∧
      (a + b)⁻¹ • (b • derivFst (onCentres a b F) X - a • derivSnd (onCentres a b F) X)
        = derivSnd F (toProduct a b X) := by
  rw [derivFst_onCentres hF, derivSnd_onCentres hF]
  generalize derivFst F (toProduct a b X) = D
  generalize derivSnd F (toProduct a b X) = S
  constructor
  · -- the separation derivatives cancel
    calc _ = ((a + b)⁻¹ * a + (a + b)⁻¹ * b) • D := by module
      _ = D := by rw [weights_sum hp, one_smul]
  · -- the product-centre derivatives cancel
    calc _ = ((a + b)⁻¹ * a + (a + b)⁻¹ * b) • S := by module
      _ = S := by rw [weights_sum hp, one_smul]

/-- The same two relations for centres on a line, written with ordinary derivatives. -/
theorem product_centre_derivatives_line {a b : ℝ} (hp : a + b ≠ 0) {F : ℝ × ℝ → ℝ} {A B : ℝ}
    (hF : DifferentiableAt ℝ F ((a * A + b * B) / (a + b), A - B)) :
    deriv (fun s => F ((a * s + b * B) / (a + b), s - B)) A
        + deriv (fun s => F ((a * A + b * s) / (a + b), A - s)) B
        = deriv (fun P => F (P, A - B)) ((a * A + b * B) / (a + b)) ∧
      (b * deriv (fun s => F ((a * s + b * B) / (a + b), s - B)) A
        - a * deriv (fun s => F ((a * A + b * s) / (a + b), A - s)) B) / (a + b)
        = deriv (fun R => F ((a * A + b * B) / (a + b), R)) (A - B) := by
  have e : ∀ s t : ℝ, (a * s + b * t) / (a + b) = productCentre a b s t := fun s t => by
    simp only [productCentre, smul_eq_mul, div_eq_inv_mul]
  rw [e] at hF
  simp only [e]
  have h := product_centre_derivatives hp (X := (A, B)) hF
  refine ⟨DFunLike.congr_fun h.1 1, ?_⟩
  rw [div_eq_inv_mul]
  exact DFunLike.congr_fun h.2 1

/-- The two centre derivatives cancel at all positions of the centres exactly when the function
does not depend on the product centre. -/
theorem centre_derivatives_cancel_iff {a b : ℝ} (hp : a + b ≠ 0) {F : E × E → V}
    (hF : Differentiable ℝ F) :
    (∀ X, derivFst (onCentres a b F) X + derivSnd (onCentres a b F) X = 0) ↔
      ∀ P P' R : E, F (P, R) = F (P', R) := by
  constructor
  · intro h P P' R
    have hd : Differentiable ℝ (fun Q : E => F (Q, R)) := by fun_prop
    refine is_const_of_fderiv_eq_zero (𝕜 := ℝ) hd (fun Q => ?_) P P'
    -- choose the centres whose product centre is Q and whose separation is R
    have h0 := h (fromProduct a b (Q, R))
    rw [(product_centre_derivatives hp (hF _)).1, toProduct_fromProduct hp] at h0
    exact h0
  · intro h X
    rw [(product_centre_derivatives hp (hF _)).1]
    have hc : (fun Q : E => F (Q, (toProduct a b X).2)) =
        fun _ => F (0, (toProduct a b X).2) := funext fun Q => h Q 0 _
    unfold derivFst
    rw [hc]
    exact (hasFDerivAt_const _ _).fderiv

end

end ProductCentreCoordinates
```

```lean
#print axioms ProductCentreCoordinates.gaussian_product
#print axioms ProductCentreCoordinates.product_centre_derivatives
#print axioms ProductCentreCoordinates.product_centre_derivatives_line
#print axioms ProductCentreCoordinates.centre_derivatives_cancel_iff
```

```
'ProductCentreCoordinates.gaussian_product' depends on axioms: [propext, Classical.choice, Quot.sound]
'ProductCentreCoordinates.product_centre_derivatives' depends on axioms: [propext, Classical.choice, Quot.sound]
'ProductCentreCoordinates.product_centre_derivatives_line' depends on axioms: [propext, Classical.choice, Quot.sound]
'ProductCentreCoordinates.centre_derivatives_cancel_iff' depends on axioms: [propext, Classical.choice, Quot.sound]
```

## Centres as vectors, derivatives as linear maps

The centres lie in a real normed space `E`, and the function takes values in a real normed space `V`. Ordinary space with real values is one instance. A pair `X : E × E` holds (A, B), `toProduct` sends it to (P, R), and `fromProduct` is the map back. `onCentres a b F` is G.

`derivFst` and `derivSnd` freeze one argument and take the Fréchet derivative in the other. Each is a continuous linear map from displacements to first-order changes of the function; for a real-valued function in space, it is the gradient acting on a displacement.

The main theorem, `product_centre_derivatives`, assumes `a + b ≠ 0`, which positive exponents satisfy, and differentiability of F at the transformed point only. `product_centre_derivatives_line` is the version in the question, written with ordinary derivatives. `centre_derivatives_cancel_iff` assumes that F is differentiable everywhere.

`gaussian_product` is stated for unnormalised s-type Gaussians in a real inner product space. The file contains no integrals: to apply the derivative relations to an overlap or repulsion integral, one must first supply its differentiability as a function of P and R. Exponents that vary with the centres are not covered.

## From the product rule to translation invariance

`weights_sum` is the identity a/p + b/p = 1. In `gaussian_product`, `h1` and `h2` express x − P and A − B through the two displacements, which are then named `u` and `w`. The norms are expanded, and `field_simp` and `ring` finish the comparison of exponents. `toProduct_fromProduct` checks the inverse formulas component by component.

`partial_eq_total` identifies the partial derivatives with the total derivative applied to (v, 0) and (0, v). In `derivFst_onCentres`, `h1` and `h2` differentiate P and R with respect to A, and `key` is the chain rule. The `change` step writes the claim for a displacement `v`, and linearity splits the total derivative into its two parts. `derivSnd_onCentres` does the same for B, with the minus sign from R.

The main theorem inserts these two formulas and calls the derivatives of F `D` and `S`. The tactic `module` collects their coefficients, and `weights_sum` reduces the remaining factor to one. The version on the line follows by applying the linear maps to the displacement 1.

For the equivalence, the forward direction fixes R and picks, for each product centre `Q`, the centres `fromProduct a b (Q, R)`. The derivative in `Q` is then zero everywhere, so the function is constant in `Q`. In the reverse direction, F at fixed R is a constant function of P, and its derivative is zero.
